# A two-electron array a δ_pq δ_rs + b (δ_pr δ_qs + δ_ps δ_qr) is unchanged by real orthogonal transformations of the orbitals

The lemma concerns a four-index two-electron array over a finite set of orbitals, with entries a δ_pq δ_rs + b (δ_pr δ_qs + δ_ps δ_qr) for any real numbers a and b. It states that the array keeps the same entries when all four indices are transformed by a real matrix `U` with `Uᵀ * U = 1`. The attempt treats the three products of deltas separately, as `t1`, `t2` and `t3`. In each it sums out the deltas and uses the orthonormality of the columns of `U`, and at the end it combines the three results linearly.

An attempt in Lean 4 with a fault in it:

```lean
import Mathlib

open Matrix

namespace ShellArrayInvariant

noncomputable section

variable {ι : Type*} [Fintype ι] [DecidableEq ι]

/-- The Kronecker delta of two orbital labels. -/
def delta (p q : ι) : ℝ := if p = q then 1 else 0

/-- The four-index transformation of a two-electron array `g` to the orbitals
given by the columns of `U`. -/
def transform (U : Matrix ι ι ℝ) (g : ι → ι → ι → ι → ℝ) (p q r s : ι) : ℝ :=
  ∑ a, ∑ b, ∑ c, ∑ d, U a p * U b q * U c r * U d s * g a b c d

/-- The array is unchanged by every real orthogonal transformation of the orbitals. -/
def RotationInvariant (g : ι → ι → ι → ι → ℝ) : Prop :=
  ∀ U : Matrix ι ι ℝ, Uᵀ * U = 1 → transform U g = g

/-- The two-parameter array `a δ_pq δ_rs + b (δ_pr δ_qs + δ_ps δ_qr)`. -/
def shellArray (a b : ℝ) (p q r s : ι) : ℝ :=
  a * (delta p q * delta r s) + b * (delta p r * delta q s + delta p s * delta q r)

/-- Summation against a Kronecker delta selects one orbital. -/
theorem sum_delta (f : ι → ℝ) (c : ι) : ∑ d, f d * delta c d = f c := by
  simp [delta]

/-- The two-parameter array is unchanged by every orthogonal transformation. -/
theorem shellArray_invariant (a b : ℝ) :
    RotationInvariant (shellArray a b : ι → ι → ι → ι → ℝ) := by
  intro U hU
  funext p q r s
  have h : ∀ x y, ∑ k, U k x * U k y = delta x y := by
    intro x y
    have := congrFun (congrFun hU x) y
    simpa [Matrix.mul_apply, Matrix.one_apply, delta] using this
  -- each product of deltas contracts the columns of `U` in pairs
  have t1 : transform U (fun a b c d => delta a b * delta c d) p q r s
      = delta p q * delta r s := by
    simp only [transform, ← mul_assoc, sum_delta, ← Finset.sum_mul]
    rw [← h p q, ← h r s, Finset.sum_mul_sum]
    exact Finset.sum_congr rfl fun _ _ => Finset.sum_congr rfl fun _ _ => by ring
  have t2 : transform U (fun a b c d => delta a c * delta b d) p q r s
      = delta p r * delta q s := by
    simp only [transform, ← mul_assoc, sum_delta, ← Finset.sum_mul]
    rw [← h p r, ← h q s, Finset.sum_mul_sum]
    exact Finset.sum_congr rfl fun _ _ => Finset.sum_congr rfl fun _ _ => by ring
  have t3 : transform U (fun a b c d => delta a d * delta b c) p q r s
      = delta p s * delta q r := by
    simp only [transform, ← mul_assoc, sum_delta, ← Finset.sum_mul]
    rw [← h p s, ← h q r, Finset.sum_mul_sum]
    exact Finset.sum_congr rfl fun _ _ => Finset.sum_congr rfl fun _ _ => by ring
  have e : transform U (shellArray a b) p q r s
      = a * transform U (fun a b c d => delta a b * delta c d) p q r s
        + b * (transform U (fun a b c d => delta a c * delta b d) p q r s
          + transform U (fun a b c d => delta a d * delta b c) p q r s) := by
    simp only [transform, shellArray, Finset.mul_sum, ← Finset.sum_add_distrib]
    refine Finset.sum_congr rfl fun _ _ => Finset.sum_congr rfl fun _ _ =>
      Finset.sum_congr rfl fun _ _ => Finset.sum_congr rfl fun _ _ => by ring
  rw [e, t1, t2, t3]
  rfl

end

end ShellArrayInvariant
```

The compiler's answer:

```
Main.lean:55:42: error: Type mismatch
  Finset.sum_congr rfl fun x x_1 => ?m.265
has type
  Finset.sum ?m.262 ?m.259 = Finset.sum ?m.262 ?m.260
but is expected to have type
  (∑ i, U x✝¹ p * U i q * U i r) * U x✝¹ s = ∑ j, U x✝¹ p * U x✝¹ s * (U j q * U j r)
Main.lean:55:77: error: `ring_nf` made no progress on the goal
Main.lean:48:50: warning: This simp argument is unused:
  ← Finset.sum_mul

Hint: Omit it from the simp argument list.
  [apply] simp only [transform, ← mul_assoc, sum_delta]

Note: Simp arguments with `←` have the additional effect of removing the other direction from the simp set, even if the simp argument itself is unused. If the hint above does not work, try replacing `←` with `-` to only get that effect and silence this warning.

Note: This linter can be disabled with `set_option linter.unusedSimpArgs false`
```

Diagnosis. Both errors are in `t3`, the product δ_ps δ_qr. There `simp only` needs `← Finset.sum_mul` to move `delta b c` out of the sum over `d`, so that `sum_delta` can act on the other delta. But once both deltas are gone, the same rewrite also takes the last factor, `U x s`, out of the remaining inner sum, since it does not depend on that sum's index. The left side is then a sum times a factor, while the inner `Finset.sum_congr` can only prove that two sums are equal. This is the type mismatch. The `ring` error follows from it, because the terms `ring` was to compare were never determined.

The repair applies `Finset.sum_congr` to the outer sum only, then uses `rw [Finset.sum_mul]` to put the factor back inside the inner sum. Both sides are now sums, and `ring` proves their terms equal.

The change in `t2` is mere tidying: it removes the simp argument that the warning reports as unused.

Fix (accepted with no message):

```diff
@@ -46,5 +46,5 @@
   have t2 : transform U (fun a b c d => delta a c * delta b d) p q r s
       = delta p r * delta q s := by
-    simp only [transform, ← mul_assoc, sum_delta, ← Finset.sum_mul]
+    simp only [transform, ← mul_assoc, sum_delta]
     rw [← h p r, ← h q s, Finset.sum_mul_sum]
     exact Finset.sum_congr rfl fun _ _ => Finset.sum_congr rfl fun _ _ => by ring
@@ -53,5 +53,7 @@
     simp only [transform, ← mul_assoc, sum_delta, ← Finset.sum_mul]
     rw [← h p s, ← h q r, Finset.sum_mul_sum]
-    exact Finset.sum_congr rfl fun _ _ => Finset.sum_congr rfl fun _ _ => by ring
+    refine Finset.sum_congr rfl fun x _ => ?_
+    rw [Finset.sum_mul]
+    exact Finset.sum_congr rfl fun _ _ => by ring
   have e : transform U (shellArray a b) p q r s
       = a * transform U (fun a b c d => delta a b * delta c d) p q r s
```
